# The RPA coupling integral as a log-determinant for symmetric negative semidefinite response matrices

In the adiabatic-connection formulation, the correlation energy in the random-phase approximation (RPA) contains, at each imaginary frequency, an integral over the strength of the electron-electron interaction. In a finite basis, with a real symmetric negative semidefinite response matrix, that integral can be replaced by one log-determinant and one trace, so no quadrature over the coupling strength is needed.

Let \(\chi_0\) be the non-interacting density response at one imaginary frequency, \(v\) the positive semidefinite interaction matrix, and \(s\in[0,1]\) the coupling strength. The RPA response \(\chi_s\) solves \(\chi_s=\chi_0+s\,\chi_0 v\chi_s\). With

\[
M=v^{1/2}\chi_0v^{1/2},\qquad X_s=v^{1/2}\chi_sv^{1/2},
\]

this becomes \((1-sM)X_s=M\), hence \(X_s=(1-sM)^{-1}M\). The change in response caused by the interaction enters the energy through \(\operatorname{tr}(X_s-M)\), and the identity to be derived is

\[
\int_0^1\operatorname{tr}\bigl((1-sM)^{-1}M-M\bigr)\,ds=-\bigl(\log\det(1-M)+\operatorname{tr}M\bigr).
\]

The development starts from \(M\) itself. The finite type `n` labels the basis functions, and `Matrix n n ℝ` is the type of real square matrices in that basis.

```lean
import Mathlib

open Matrix

namespace RPACouplingIntegral

noncomputable section

variable {n : Type*} [Fintype n] [DecidableEq n]
```

## The integrand and its closed form

The integrand at coupling \(s\) is a function of the matrix and a real number:

\[
g_M(s)=\operatorname{tr}\bigl((1-sM)^{-1}M-M\bigr).
\]

Subtracting \(M\) removes the non-interacting response, so \(g_M(0)=0\). In the code, `s • M` is the matrix \(sM\).

```lean
/-- The coupling-strength integrand `tr((1 - sM)⁻¹ M - M)`, for `s` such that `1 - sM` is
invertible. -/
def couplingIntegrand (M : Matrix n n ℝ) (s : ℝ) : ℝ :=
  trace ((1 - s • M)⁻¹ * M - M)
```

The closed form is

\[
L(M)=\log\det(1-M)+\operatorname{tr}M.
\]

In the usual convention, the RPA correlation energy is \(1/(2\pi)\) times the integral of \(L\) over imaginary frequencies from zero to infinity. The definition below contains neither this prefactor nor the frequency integral. The hypotheses of the integral theorems make \(1-sM\) invertible for every \(s\in[0,1]\) and \(\det(1-M)\) positive, so the inverse and the logarithm have their ordinary meaning there.

```lean
/-- The RPA expression `log det(1 - M) + tr M`, for `M` with `det(1 - M) > 0`. -/
def rpaLogDet (M : Matrix n n ℝ) : ℝ :=
  Real.log (det (1 - M)) + trace M
```

## Independent modes of the response

Since \(M\) is real and symmetric, it can be diagonalised. There are matrices \(U\) and \(V\) and real numbers \(d_i\) with

\[
M=U\operatorname{diag}(d)\,V,\qquad VU=1,
\]

and for each \(i\) there is a nonzero vector \(x\) with \(Mx=d_ix\). Each \(d_i\) is the dimensionless strength of one response mode. The eigenvectors will later turn a condition on the quadratic form of \(M\) into a condition on the \(d_i\).

The hypothesis `M.IsSymm` says that \(M\) equals its transpose. The proof regards the real symmetric matrix as Hermitian and applies the spectral theorem. It takes \(U\) to be the matrix of orthonormal eigenvectors and \(V\) its adjoint, but the subsequent algebra needs only \(VU=1\). The notation `M *ᵥ x` means the matrix-vector product.

```lean
/-- A real symmetric matrix is brought to diagonal form by an invertible change of basis, and
each diagonal entry has an eigenvector. -/
theorem exists_modes (M : Matrix n n ℝ) (hM : M.IsSymm) :
    ∃ (U V : Matrix n n ℝ) (d : n → ℝ), V * U = 1 ∧ M = U * diagonal d * V ∧
      ∀ i, ∃ x : n → ℝ, x ≠ 0 ∧ M *ᵥ x = d i • x := by
  have hH : M.IsHermitian := (conjTranspose_eq_transpose_of_trivial M).trans hM
  refine ⟨(hH.eigenvectorUnitary : Matrix n n ℝ), star (hH.eigenvectorUnitary : Matrix n n ℝ),
    hH.eigenvalues, Unitary.coe_star_mul_self _, ?_, fun i => ?_⟩
  · refine hH.spectral_theorem.trans ?_
    rw [Unitary.conjStarAlgAut_apply]
    rfl
  · refine ⟨(hH.eigenvectorBasis i).ofLp, fun h => ?_, hH.mulVec_eigenvectorBasis i⟩
    apply hH.eigenvectorBasis.orthonormal.ne_zero i
    ext j
    exact congrFun h j
```

The trace of a matrix in this form is the sum of its diagonal entries, because cyclic permutation brings \(V\) and \(U\) together:

\[
\operatorname{tr}\bigl(U\operatorname{diag}(a)V\bigr)
=\operatorname{tr}\bigl(VU\operatorname{diag}(a)\bigr)=\sum_i a_i.
\]

```lean
private lemma trace_modes {U V : Matrix n n ℝ} (h : V * U = 1) (a : n → ℝ) :
    trace (U * diagonal a * V) = ∑ i, a i := by
  rw [trace_mul_cycle, h, one_mul, trace_diagonal]
```

Products are also taken mode by mode. The inner factor \(VU\) is the identity, so

\[
U\operatorname{diag}(a)V\;U\operatorname{diag}(b)V
=U\operatorname{diag}(a_ib_i)V.
\]

```lean
private lemma mul_modes {U V : Matrix n n ℝ} (h : V * U = 1) (a b : n → ℝ) :
    (U * diagonal a * V) * (U * diagonal b * V) = U * diagonal (fun i => a i * b i) * V := by
  calc (U * diagonal a * V) * (U * diagonal b * V)
      = U * diagonal a * (V * U) * diagonal b * V := by simp only [mul_assoc]
    _ = U * diagonal (fun i => a i * b i) * V := by
      rw [h, mul_one, mul_assoc U, diagonal_mul_diagonal]
```

For square matrices, \(VU=1\) implies \(UV=1\). Writing the identity as \(UV\) gives

\[
1-sM=UV-s\,U\operatorname{diag}(d)V
=U\operatorname{diag}(1-sd_i)V.
\]

The Lean proof first checks the diagonal identity entry by entry and then multiplies by \(U\) and \(V\).

```lean
private lemma one_sub_modes {U V : Matrix n n ℝ} (h : V * U = 1) (d : n → ℝ) (s : ℝ) :
    1 - s • (U * diagonal d * V) = U * diagonal (fun i => 1 - s * d i) * V := by
  have hD : diagonal (fun i => 1 - s * d i) = 1 - s • diagonal d := by
    ext i j
    by_cases hij : i = j
    · subst hij
      simp
    · simp [hij]
  rw [hD, mul_sub, sub_mul, mul_one, mul_eq_one_comm.mp h, Matrix.mul_smul, Matrix.smul_mul]
```

## The integrand as a sum over modes

If \(1-sd_i\neq0\) for every \(i\), the inverse of \(1-sM\) is \(U\operatorname{diag}((1-sd_i)^{-1})V\), since its product with \(1-sM\) is \(UV=1\). Multiplication by \(M\) and the trace rule then give

\[
g_M(s)=\sum_i\left(\frac{d_i}{1-sd_i}-d_i\right).
\]

The matrix problem has become a sum of scalar ones. In the proof, `hinv` is the inverse formula. The rewriting that follows applies the product and trace rules, and `ring` matches the two forms of each summand.

```lean
/-- When no `1 - sd` is zero, the coupling integrand is a sum of independent contributions `d/(1 -
sd) - d`, one for each mode. -/
theorem couplingIntegrand_eq_sum {U V : Matrix n n ℝ} (h : V * U = 1) (d : n → ℝ) (s : ℝ)
    (hs : ∀ i, 1 - s * d i ≠ 0) :
    couplingIntegrand (U * diagonal d * V) s = ∑ i, (d i / (1 - s * d i) - d i) := by
  -- the matrix `1 - sM` is inverted mode by mode
  have hinv : (U * diagonal (fun i => 1 - s * d i) * V)⁻¹
      = U * diagonal (fun i => (1 - s * d i)⁻¹) * V := by
    apply Matrix.inv_eq_right_inv
    have h1 : (fun i => (1 - s * d i) * (1 - s * d i)⁻¹) = fun _ => (1 : ℝ) :=
      funext fun i => mul_inv_cancel₀ (hs i)
    rw [mul_modes h, h1, diagonal_one, mul_one, mul_eq_one_comm.mp h]
  rw [couplingIntegrand, one_sub_modes h, hinv, mul_modes h, trace_sub, trace_modes h,
    trace_modes h, ← Finset.sum_sub_distrib]
  refine Finset.sum_congr rfl fun i _ => ?_
  ring
```

## The log-determinant as a sum over modes

At \(s=1\), the determinant factorises:

\[
\det(1-M)=\det U\,\det V\prod_i(1-d_i)=\prod_i(1-d_i),
\]

because \(\det U\det V=\det(UV)=1\). If every \(d_i<1\), all factors are positive, and the logarithm of the product is the sum of the logarithms. Therefore

\[
L(M)=\sum_i\bigl(\log(1-d_i)+d_i\bigr).
\]

The code establishes the determinant formula as `hdet` and then uses `Real.log_prod`.

```lean
/-- The expression `log det(1 - M) + tr M` is the sum of `log(1 - d) + d` over the modes, when
every `d` is below one. -/
theorem rpaLogDet_eq_sum {U V : Matrix n n ℝ} (h : V * U = 1) (d : n → ℝ)
    (hd : ∀ i, d i < 1) :
    rpaLogDet (U * diagonal d * V) = ∑ i, (Real.log (1 - d i) + d i) := by
  have h1 := one_sub_modes h d 1
  simp only [one_smul, one_mul] at h1
  have hdet : det (U * diagonal (fun i => 1 - d i) * V) = ∏ i, (1 - d i) := by
    rw [det_mul, det_mul, mul_right_comm, ← det_mul, mul_eq_one_comm.mp h, det_one, one_mul,
      det_diagonal]
  rw [rpaLogDet, h1, hdet, trace_modes h, Finset.sum_add_distrib, Real.log_prod]
  intro i _
  exact (sub_pos.2 (hd i)).ne'
```

## Integration along a stable coupling path

The identity holds for a wider class than negative semidefinite matrices. It is enough that

\[
x\cdot Mx<x\cdot x\qquad\text{for every }x\neq0.
\]

This is the hypothesis `hst`, in which `⬝ᵥ` denotes the dot product. Physically, it is a stability condition: no response mode diverges as the interaction is switched on from zero to full strength. It allows positive \(d_i\), provided that they lie below one.

To pass from vectors to modes, one needs \(x\cdot x=\sum_i x_i^2>0\) for a nonzero real vector.

```lean
omit [DecidableEq n] in
private lemma dot_self_pos {x : n → ℝ} (hx : x ≠ 0) : 0 < x ⬝ᵥ x :=
  lt_of_le_of_ne (Finset.sum_nonneg fun i _ => mul_self_nonneg (x i))
    (Ne.symm (mt dotProduct_self_eq_zero.mp hx))
```

Applied to an eigenvector, the stability condition reads \(d_i\,x\cdot x<x\cdot x\), so \(d_i<1\). Now take \(0\le s\le1\). If \(d_i\le0\), then \(1-sd_i\ge1\). If \(0\le d_i<1\), then \(sd_i\le d_i<1\). In both cases \(1-sd_i>0\), so the integrand is continuous on the whole interval.

An antiderivative is

\[
F(s)=-\sum_i\bigl(\log(1-sd_i)+sd_i\bigr),
\]

because

\[
F'(s)=-\sum_i\left(\frac{-d_i}{1-sd_i}+d_i\right)
=\sum_i\left(\frac{d_i}{1-sd_i}-d_i\right)=g_M(s).
\]

Since \(F(0)=0\) and \(F(1)=-L(M)\), the fundamental theorem of calculus gives

\[
\int_0^1g_M(s)\,ds=F(1)-F(0)=-L(M).
\]

The proof uses the same steps. The intermediate statement `hd` gives \(d_i<1\), `hpos` excludes a zero denominator, `hderiv` computes \(F'\), and `hcont` supplies the continuity from which integrability follows. The set `Set.uIcc (0 : ℝ) 1` is the closed interval \([0,1]\).

```lean
/-- For symmetric `M` whose quadratic form stays below that of the identity, the integral over
the coupling strength from 0 to 1 equals `-(log det(1 - M) + tr M)`. -/
theorem coupling_integral_of_stable (M : Matrix n n ℝ) (hM : M.IsSymm)
    (hst : ∀ x : n → ℝ, x ≠ 0 → x ⬝ᵥ M *ᵥ x < x ⬝ᵥ x) :
    ∫ s in (0 : ℝ)..1, couplingIntegrand M s = -rpaLogDet M := by
  obtain ⟨U, V, d, h, hMd, hev⟩ := exists_modes M hM
  have hd : ∀ i, d i < 1 := by
    intro i
    obtain ⟨x, hx, hMx⟩ := hev i
    have h1 := hst x hx
    rw [hMx, dotProduct_smul, smul_eq_mul] at h1
    have h2 := dot_self_pos hx
    by_contra hc
    nlinarith [mul_nonneg (sub_nonneg.2 (not_lt.1 hc)) h2.le]
  -- no mode becomes singular along the coupling path
  have hpos : ∀ s ∈ Set.uIcc (0 : ℝ) 1, ∀ i, 1 - s * d i ≠ 0 := by
    intro s hs i
    rw [Set.uIcc_of_le zero_le_one] at hs
    apply ne_of_gt
    rcases le_total (d i) 0 with hi | hi
    · nlinarith [mul_nonneg hs.1 (neg_nonneg.2 hi)]
    · nlinarith [mul_nonneg (sub_nonneg.2 hs.2) hi, hd i]
  have hderiv : ∀ s ∈ Set.uIcc (0 : ℝ) 1,
      HasDerivAt (fun t : ℝ => -∑ i, (Real.log (1 - t * d i) + t * d i))
        (couplingIntegrand M s) s := by
    intro s hs
    rw [hMd, couplingIntegrand_eq_sum h d s (hpos s hs)]
    have hi : ∀ i ∈ Finset.univ, HasDerivAt (fun t : ℝ => Real.log (1 - t * d i) + t * d i)
        (-(d i) / (1 - s * d i) + d i) s := by
      intro i _
      have h1 : HasDerivAt (fun t : ℝ => t * d i) (d i) s := hasDerivAt_mul_const (d i)
      exact ((h1.const_sub 1).log (hpos s hs i)).fun_add h1
    refine (HasDerivAt.fun_sum hi).fun_neg.congr_deriv ?_
    rw [← Finset.sum_neg_distrib]
    refine Finset.sum_congr rfl fun i _ => ?_
    ring
  have hcont : ContinuousOn (couplingIntegrand M) (Set.uIcc (0 : ℝ) 1) := by
    have hc : ContinuousOn (fun s : ℝ => ∑ i, (d i / (1 - s * d i) - d i))
        (Set.uIcc (0 : ℝ) 1) :=
      continuousOn_finsetSum _ fun i _ =>
        (continuousOn_const.div (by fun_prop) fun s hs => hpos s hs i).sub continuousOn_const
    refine hc.congr fun s hs => ?_
    rw [hMd]
    exact couplingIntegrand_eq_sum h d s (hpos s hs)
  rw [intervalIntegral.integral_eq_sub_of_hasDerivAt hderiv hcont.intervalIntegrable, hMd,
    rpaLogDet_eq_sum h d hd]
  simp
```

## The sign and the second-order bound

Now let \(x\cdot Mx\le0\) for all \(x\). This condition stands for the behaviour of a non-interacting ground state at imaginary frequency: the induced density opposes the applied potential, in the sense that their overlap is never positive. It enters as the hypothesis `hneg` and is not derived from orbitals and excitation energies.

For an eigenvector, the condition gives \(d_i\,x\cdot x\le0\), hence \(d_i\le0\). The inequality \(\log y\le y-1\) for \(y>0\), taken at \(y=1-d_i\), yields

\[
\log(1-d_i)+d_i\le0.
\]

Summation over modes gives \(L(M)\le0\).

For a lower bound, set \(t=-d_i\ge0\). The logarithm satisfies

\[
\log(1+t)\ge\frac{2t}{t+2}\ge t-\frac{t^2}{2}.
\]

The second inequality follows on multiplication by \(t+2>0\), since

\[
2t-\left(t-\frac{t^2}{2}\right)(t+2)=\frac{t^3}{2}\ge0.
\]

Thus \(\log(1-d_i)+d_i\ge-d_i^2/2\). By the product and trace rules, \(\sum_i d_i^2=\operatorname{tr}(M^2)\), so

\[
-\tfrac12\operatorname{tr}(M^2)\le L(M)\le0.
\]

The left-hand side is the second-order term in the expansion of \(L\) in powers of \(M\). At each frequency, the resummed RPA expression is therefore no larger in magnitude than its second-order truncation.

In the code, the two branches after `constructor` prove the lower and the upper bound, in that order. The number called \(t\) here appears there as `-d i`, and its nonnegativity is `hx`.

```lean
/-- For symmetric negative semidefinite `M`, the expression `log det(1 - M) + tr M` lies between its
second-order term `-tr(M²)/2` and zero. -/
theorem rpaLogDet_bounds (M : Matrix n n ℝ) (hM : M.IsSymm)
    (hneg : ∀ x : n → ℝ, x ⬝ᵥ M *ᵥ x ≤ 0) :
    -(trace (M * M) / 2) ≤ rpaLogDet M ∧ rpaLogDet M ≤ 0 := by
  obtain ⟨U, V, d, h, hMd, hev⟩ := exists_modes M hM
  have hd : ∀ i, d i ≤ 0 := by
    intro i
    obtain ⟨x, hx, hMx⟩ := hev i
    have h1 := hneg x
    rw [hMx, dotProduct_smul, smul_eq_mul] at h1
    by_contra hc
    linarith [mul_pos (not_le.1 hc) (dot_self_pos hx)]
  rw [hMd, rpaLogDet_eq_sum h d fun i => (hd i).trans_lt one_pos, mul_modes h, trace_modes h]
  constructor
  · rw [Finset.sum_div, ← Finset.sum_neg_distrib]
    refine Finset.sum_le_sum fun i _ => ?_
    -- log(1 + x) ≥ 2x/(x + 2) ≥ x - x²/2 with x = -d
    have hx : 0 ≤ -d i := neg_nonneg.2 (hd i)
    have h1 := Real.le_log_one_add_of_nonneg hx
    have h2 : -d i - (-d i) ^ 2 / 2 ≤ 2 * (-d i) / (-d i + 2) := by
      rw [le_div_iff₀ (by linarith)]
      nlinarith [pow_nonneg hx 3]
    rw [← sub_eq_add_neg] at h1
    nlinarith
  · refine Finset.sum_nonpos fun i _ => ?_
    have h1 : 0 < 1 - d i := by linarith [hd i]
    linarith [Real.log_le_sub_one_of_pos h1]
```

## The negative semidefinite case

Negative semidefiniteness implies the stability condition, since for \(x\neq0\)

\[
x\cdot Mx\le0<x\cdot x.
\]

The integral identity therefore applies, and the sign comes from the upper bound just derived. The final theorem writes out the integrand and the log-determinant expression in full. In words: for every real symmetric matrix \(M\) over a finite basis whose quadratic form is never positive, the integral of \(\operatorname{tr}((1-sM)^{-1}M-M)\) from \(s=0\) to \(s=1\) equals \(-(\log\det(1-M)+\operatorname{tr}M)\), and \(\log\det(1-M)+\operatorname{tr}M\) is at most zero.

The coupling enters only through the product \(sM\), with \(M\) held fixed. This matches RPA with a fixed non-interacting response. Methods that add an exchange-correlation kernel to the interaction are not treated. The matrix is real, so complex Hermitian response matrices are not included, and neither the frequency quadrature nor the limit of a complete basis is treated.

```lean
/-- RPA coupling integral: for symmetric negative semidefinite `M`, integrating
`tr((1 - sM)⁻¹ M - M)` over the coupling strength gives `-(log det(1 - M) + tr M)`, and
`log det(1 - M) + tr M` is at most zero. -/
theorem rpa_coupling_integral (M : Matrix n n ℝ) (hM : M.IsSymm)
    (hneg : ∀ x : n → ℝ, x ⬝ᵥ M *ᵥ x ≤ 0) :
    (∫ s in (0 : ℝ)..1, trace ((1 - s • M)⁻¹ * M - M))
        = -(Real.log (det (1 - M)) + trace M) ∧
      Real.log (det (1 - M)) + trace M ≤ 0 :=
  ⟨coupling_integral_of_stable M hM fun x hx => (hneg x).trans_lt (dot_self_pos hx),
    (rpaLogDet_bounds M hM hneg).2⟩

end

end RPACouplingIntegral
```

```lean
#print axioms RPACouplingIntegral.rpa_coupling_integral
```

```
'RPACouplingIntegral.rpa_coupling_integral' depends on axioms: [propext, Classical.choice, Quot.sound]
```
